# For every complex square matrix $H$ with its spectrum inside the circle $|z|=r$, $\oint z^k(z-H)^{-1}dz = 2\pi i\,H^k$ for $k=0,1,2,\dots$

## Do contour moments survive when eigenvectors coalesce?

I solve $(z-H)x=v$ at points on a circle around the origin, multiply each solution by $z^k\,\Delta z$, where $\Delta z$ is the step along the circle, and add them up, as an approximation to $\oint z^k(z-H)^{-1}v\,dz$. Before I shrink the contour to select a few states, I calibrate on a circle that encloses every eigenvalue, where I expect $2\pi i\,H^k v$.

My reason for expecting this is an expansion in eigenvectors, with one simple pole per eigenvalue. But my $H$ is non-Hermitian, and at some parameter values two eigenvectors merge. The expansion then fails and the resolvent has a double pole. Is the answer still $2\pi i\,H^k$? And must the radius exceed $\|H\|$, or is it enough to enclose the eigenvalues?

## The power of $H$ comes out whole, double poles included

Yes, for $k=0,1,2,\dots$ it is still $2\pi i\,H^k$, and enclosing the eigenvalues is enough. (A negative $k$ is excluded, since $z^k$ would then add a pole of its own at $z=0$.) The derivation below uses no expansion in eigenvectors.

Write $G(z)=(z-H)^{-1}$, and let every eigenvalue $\mu$ of $H$ satisfy $|\mu|<r$, with $r>0$. For $|z|\ge r$ the determinant of $z-H$ is nonzero. The entries of $G$ are cofactors divided by this determinant, so they are continuous on the circle.

**The case $k=0$.** Since $z-H=z(1-z^{-1}H)$,
$$G(z)=z^{-1}F(z^{-1}),\qquad F(w)=(1-wH)^{-1}.$$
Put $w=1/z$. On the circle $z=re^{i\theta}$ we have $dz/z=i\,d\theta$ and $w=r^{-1}e^{-i\theta}=r^{-1}e^{i(2\pi-\theta)}$. Replacing $\theta$ by $2\pi-\theta$ gives
$$\oint_{|z|=r}\frac{dz}{z}\,F(1/z)=\oint_{|w|=1/r}\frac{dw}{w}\,F(w),$$
with both circles run counterclockwise. The entries of $F$ are differentiable on the whole disc $|w|\le 1/r$: at $w=0$ the matrix $1-wH$ is the identity, and otherwise it equals $w(w^{-1}-H)$ with $|w^{-1}|\ge r$, which is invertible. Cauchy's formula at $w=0$ gives $2\pi i\,F(0)=2\pi i\,\mathbb 1$.

**From $k$ to $k+1$.** The equation $(z-H)G=1$ reads $zG=1+HG$. Multiply by $z^k$ and integrate. The term $\oint z^k dz$ vanishes, so
$$\oint z^{k+1}G\,dz=H\oint z^kG\,dz=2\pi i\,H^{k+1}.$$

**The radius.** If $Hv=\mu v$ with $v\neq0$, then $|\mu|\le\|H\|$. Hence $r>\|H\|$ is sufficient, though often generous.

**Your double pole.** Take
$$H=\begin{pmatrix}e&1\\0&e\end{pmatrix},$$
where $e$ is the repeated eigenvalue, not Euler's number. With indices counted from 0, $G_{01}(z)=(z-e)^{-2}$. Weighted by $z^{k+1}$, this pole picks out the derivative of $z^{k+1}$ at $e$, and the integral is $2\pi i\,(k+1)e^k$. That agrees with $(H^{k+1})_{01}=(k+1)e^k$. For $e=0$ the norm is 1, yet any $r>0$ will do.

## What the Lean theorems say about your matrix

The type `n` is a finite set of basis labels, and `H : Matrix n n ℂ` is an arbitrary complex matrix on it. `green H z` is the matrix inverse of $z\mathbb 1-H$. The symbol `∮ z in C(0, r)` is the counterclockwise integral over the circle centred at 0, without a factor $1/(2\pi i)$; `I` is the imaginary unit, not the identity matrix.

- `contour_monomial` assumes `0 < r` and that each `μ ∈ spectrum ℂ H` has modulus below `r`. It gives the integral for each natural number `k` and each entry `i j`. Your vector version follows by summing over `j` against $v_j$.
- `contour_monomial_of_norm_lt` assumes `‖H‖ < r` instead. The opened scope selects the operator norm belonging to the Euclidean vector norm, that is, the largest singular value.
- `contour_polynomial` replaces $z^k$ by any polynomial $p(z)$ and returns $2\pi i\,p(H)$, written `Polynomial.aeval H p`.
- `contour_jordan_block` is the double-pole example.

For a finite Hermitian $H$ in an orthonormal basis, with no energy dependence, the numbers $(H^k)_{ii}$ are the moments of the local density of states, so the same integral supplies those.

The step from here to your program is the quadrature: you sum over finitely many points, while the theorems concern the exact integral. They also need all eigenvalues inside the circle, so they describe your calibration run and not the later contour around selected states.

```lean
import Mathlib

open Complex Metric
open scoped Real

namespace ResolventContour

variable {n : Type*} [Fintype n] [DecidableEq n]

/-- The Green's matrix (resolvent) `(z - H)⁻¹`, for `z` not an eigenvalue of `H`. -/
noncomputable def green (H : Matrix n n ℂ) (z : ℂ) : Matrix n n ℂ :=
  (z • (1 : Matrix n n ℂ) - H)⁻¹

/-- If all eigenvalues of `H` have modulus below `r`, then `z - H` is invertible
for every `z` of modulus at least `r`. -/
theorem isUnit_det_sub {H : Matrix n n ℂ} {r : ℝ} (hH : ∀ μ ∈ spectrum ℂ H, ‖μ‖ < r)
    {z : ℂ} (hz : r ≤ ‖z‖) : IsUnit (z • (1 : Matrix n n ℂ) - H).det := by
  have h : z ∉ spectrum ℂ H := fun h => absurd (hH z h) (not_lt_of_ge hz)
  rw [spectrum.notMem_iff, Algebra.algebraMap_eq_smul_one] at h
  exact (Matrix.isUnit_iff_isUnit_det _).mp h

/-- If the entries of a matrix family are complex differentiable, so are the entries of its
inverse at each point where the matrix is invertible. -/
theorem differentiableAt_inv_entry (M : ℂ → Matrix n n ℂ)
    (hM : ∀ i j, Differentiable ℂ fun z => M z i j) {w : ℂ} (hw : IsUnit (M w).det)
    (i j : n) : DifferentiableAt ℂ (fun z => (M z)⁻¹ i j) w := by
  -- a determinant is a polynomial in the entries
  have hdet : ∀ N : ℂ → Matrix n n ℂ, (∀ a b, Differentiable ℂ fun z => N z a b) →
      Differentiable ℂ fun z => (N z).det := by
    intro N hN
    simp only [Matrix.det_apply']
    refine Differentiable.fun_sum fun σ _ => Differentiable.const_mul ?_ _
    have hp : ∀ s : Finset n, Differentiable ℂ fun z => ∏ a ∈ s, N z (σ a) a := by
      intro s
      induction s using Finset.induction_on with
      | empty => simp
      | insert a s ha ih =>
        simp only [Finset.prod_insert ha]
        exact (hN _ _).mul ih
    exact hp Finset.univ
  have hadj : Differentiable ℂ fun z => (M z).adjugate i j := by
    simp only [Matrix.adjugate_apply]
    refine hdet _ fun a b => ?_
    simp only [Matrix.updateRow_apply]
    split_ifs
    · exact differentiable_const _
    · exact hM a b
  simp only [Matrix.inv_def, Ring.inverse_eq_inv', Matrix.smul_apply, smul_eq_mul]
  exact ((hdet M hM w).inv hw.ne_zero).mul (hadj w)

/-- If the eigenvalues of `H` lie inside the circle of radius `r > 0` about 0, the entries of
`z ^ k (z - H)⁻¹` are integrable over that circle. -/
theorem green_integrable {H : Matrix n n ℂ} {r : ℝ} (hr : 0 < r)
    (hH : ∀ μ ∈ spectrum ℂ H, ‖μ‖ < r) (k : ℕ) (i j : n) :
    CircleIntegrable (fun z => z ^ k * green H z i j) 0 r := by
  refine ContinuousOn.circleIntegrable hr.le fun z hz => ?_
  have hz' : r ≤ ‖z‖ := (mem_sphere_zero_iff_norm.mp hz).ge
  have hd := differentiableAt_inv_entry (fun z => z • (1 : Matrix n n ℂ) - H)
    (fun a b => by
      simp only [Matrix.sub_apply, Matrix.smul_apply, smul_eq_mul]
      fun_prop) (isUnit_det_sub hH hz') i j
  exact ((continuous_pow k).continuousAt.mul hd.continuousAt).continuousWithinAt

/-- Over a circle about 0, the integral of a finite linear combination of integrable functions is
the linear combination of their contour integrals. -/
theorem circle_sum {ι : Type*} {r : ℝ} (s : Finset ι) (c : ι → ℂ) (f : ι → ℂ → ℂ)
    (hf : ∀ l ∈ s, CircleIntegrable (f l) 0 r) :
    (∮ z in C(0, r), ∑ l ∈ s, c l * f l z) = ∑ l ∈ s, c l * ∮ z in C(0, r), f l z := by
  have e : (fun θ : ℝ => deriv (circleMap 0 r) θ • ∑ l ∈ s, c l * f l (circleMap 0 r θ)) =
      fun θ => ∑ l ∈ s, c l * (deriv (circleMap 0 r) θ • f l (circleMap 0 r θ)) := by
    funext θ
    simp only [smul_eq_mul, Finset.mul_sum]
    exact Finset.sum_congr rfl fun l _ => by ring
  simp only [circleIntegral]
  rw [e, intervalIntegral.integral_finsetSum fun l hl => (hf l hl).out.const_mul (c l)]
  simp only [intervalIntegral.integral_const_mul]

/-- The inversion `w = 1/z` carries the circle of radius `r > 0` about 0 to that of radius `1/r`
about 0 and preserves integrals against `dz/z` with positive orientation on both circles. -/
theorem circle_inversion {r : ℝ} (hr : 0 < r) (f : ℂ → ℂ) :
    (∮ z in C(0, r), z⁻¹ * f z⁻¹) = ∮ w in C(0, r⁻¹), w⁻¹ * f w := by
  -- on a circle about 0, `dz/z = i dθ`
  have key : ∀ ρ : ℝ, ρ ≠ 0 → ∀ g : ℂ → ℂ, (∮ z in C(0, ρ), z⁻¹ * g z) =
      ∫ θ in (0 : ℝ)..2 * π, I * g (circleMap 0 ρ θ) := by
    intro ρ hρ g
    simp only [circleIntegral, deriv_circleMap, smul_eq_mul]
    refine intervalIntegral.integral_congr fun θ _ => ?_
    have h : circleMap 0 ρ θ ≠ 0 := circleMap_ne_center hρ
    show circleMap 0 ρ θ * I * ((circleMap 0 ρ θ)⁻¹ * g (circleMap 0 ρ θ)) =
      I * g (circleMap 0 ρ θ)
    field_simp
  refine (key r hr.ne' fun z => f z⁻¹).trans
    (Eq.trans ?_ (key r⁻¹ (inv_ne_zero hr.ne') f).symm)
  -- inversion reverses the angle
  have hs := intervalIntegral.integral_comp_sub_left (a := 0) (b := 2 * π)
    (fun θ : ℝ => I * f (circleMap 0 r⁻¹ θ)) (2 * π)
  simp only [sub_self, sub_zero] at hs
  refine Eq.trans (intervalIntegral.integral_congr fun θ _ => ?_) hs
  have h : (circleMap 0 r θ)⁻¹ = circleMap 0 r⁻¹ (2 * π - θ) := by
    have ha : ((2 * π - θ : ℝ) : ℂ) * I = 2 * π * I - θ * I := by push_cast; ring
    simp only [circleMap, zero_add]
    rw [ha, Complex.exp_sub, Complex.exp_two_pi_mul_I, mul_inv, one_div, Complex.ofReal_inv]
  show I * f (circleMap 0 r θ)⁻¹ = I * f (circleMap 0 r⁻¹ (2 * π - θ))
  rw [h]

/-- If the circle of radius `r > 0` about 0 encloses all eigenvalues of `H`, the Green's matrix
integrates over it to `2πi` times the identity. -/
theorem contour_green {H : Matrix n n ℂ} {r : ℝ} (hr : 0 < r)
    (hH : ∀ μ ∈ spectrum ℂ H, ‖μ‖ < r) (i j : n) :
    (∮ z in C(0, r), green H z i j) = 2 * π * I * (1 : Matrix n n ℂ) i j := by
  have hdet : ∀ w : ℂ, ‖w‖ ≤ r⁻¹ → IsUnit (1 - w • H).det := by
    intro w hw
    by_cases h0 : w = 0
    · simp [h0]
    · have hz : r ≤ ‖w⁻¹‖ := by
        rw [norm_inv]
        exact (le_inv_comm₀ (norm_pos_iff.mpr h0) hr).mp hw
      have e : 1 - w • H = w • (w⁻¹ • (1 : Matrix n n ℂ) - H) := by
        rw [smul_sub, smul_smul, mul_inv_cancel₀ h0, one_smul]
      rw [e, Matrix.det_smul]
      exact ((isUnit_iff_ne_zero.mpr h0).pow _).mul (isUnit_det_sub hH hz)
  let f : ℂ → ℂ := fun w => (1 - w • H)⁻¹ i j
  have hf : DifferentiableOn ℂ f (closedBall 0 r⁻¹) := fun w hw =>
    (differentiableAt_inv_entry (fun w => 1 - w • H) (fun a b => by
      simp only [Matrix.sub_apply, Matrix.smul_apply, smul_eq_mul]
      fun_prop) (hdet w (mem_closedBall_zero_iff.mp hw)) i j).differentiableWithinAt
  have hg : ∀ z ∈ sphere (0 : ℂ) r, green H z i j = z⁻¹ * f z⁻¹ := by
    intro z hz
    have hn : ‖z‖ = r := mem_sphere_zero_iff_norm.mp hz
    have h0 : z ≠ 0 := norm_pos_iff.mp (hn ▸ hr)
    have e : z • (1 : Matrix n n ℂ) - H = z • (1 - z⁻¹ • H) := by
      rw [smul_sub, smul_smul, mul_inv_cancel₀ h0, one_smul]
    have h : green H z = z⁻¹ • (1 - z⁻¹ • H)⁻¹ := by
      refine Matrix.inv_eq_right_inv ?_
      rw [e, smul_mul_smul_comm, mul_inv_cancel₀ h0, one_smul]
      exact Matrix.mul_nonsing_inv _ (hdet _ (by rw [norm_inv, hn]))
    rw [h]
    rfl
  -- Cauchy's formula at `w = 0`
  have hc := DifferentiableOn.circleIntegral_sub_inv_smul hf
    (mem_ball_self (inv_pos.mpr hr))
  simp only [sub_zero, smul_eq_mul] at hc
  have f0 : f 0 = (1 : Matrix n n ℂ) i j := by simp [f]
  rw [← f0, ← hc, ← circle_inversion hr f]
  exact circleIntegral.integral_congr hr.le fun z hz => hg z hz

/-- For any complex square matrix `H` whose eigenvalues lie inside the circle about 0 of radius
`r > 0`, the contour integral of `z ^ k (z - H)⁻¹` is `2πi H ^ k`, entry by entry. -/
theorem contour_monomial {H : Matrix n n ℂ} {r : ℝ} (hr : 0 < r)
    (hH : ∀ μ ∈ spectrum ℂ H, ‖μ‖ < r) (k : ℕ) (i j : n) :
    (∮ z in C(0, r), z ^ k * green H z i j) = 2 * π * I * (H ^ k) i j := by
  induction k generalizing i j with
  | zero => simpa only [pow_zero, one_mul] using contour_green hr hH i j
  | succ k ih =>
    -- the resolvent equation `z G = 1 + H G`, multiplied by `z ^ k`
    have e : ∀ z ∈ sphere (0 : ℂ) r,
        z ^ (k + 1) * green H z i j - z ^ k * (1 : Matrix n n ℂ) i j =
          ∑ l, H i l * (z ^ k * green H z l j) := by
      intro z hz
      have h : (z • (1 : Matrix n n ℂ) - H) * green H z = 1 :=
        Matrix.mul_nonsing_inv _ (isUnit_det_sub hH (mem_sphere_zero_iff_norm.mp hz).ge)
      rw [sub_mul, smul_mul_assoc, one_mul] at h
      have hG : z • green H z = 1 + H * green H z := sub_eq_iff_eq_add.mp h
      have h' : z * green H z i j =
          (1 : Matrix n n ℂ) i j + ∑ l, H i l * green H z l j :=
        congrFun (congrFun hG i) j
      have hs : ∑ l, H i l * (z ^ k * green H z l j) =
          z ^ k * ∑ l, H i l * green H z l j := by
        rw [Finset.mul_sum]
        exact Finset.sum_congr rfl fun l _ => by ring
      rw [hs]
      linear_combination z ^ k * h'
    have hd : Differentiable ℂ fun z : ℂ => z ^ k * (1 : Matrix n n ℂ) i j := by fun_prop
    -- the polynomial term has no residue
    have h0 : (∮ z in C(0, r), z ^ k * (1 : Matrix n n ℂ) i j) = 0 :=
      Complex.circleIntegral_eq_zero_of_differentiable_on_off_countable hr.le
        Set.countable_empty hd.continuous.continuousOn fun z _ => hd z
    have h1 : (∮ z in C(0, r), z ^ (k + 1) * green H z i j) -
        (∮ z in C(0, r), z ^ k * (1 : Matrix n n ℂ) i j) =
        ∮ z in C(0, r), ∑ l, H i l * (z ^ k * green H z l j) :=
      (circleIntegral.integral_sub (green_integrable hr hH (k + 1) i j)
        (hd.continuous.continuousOn.circleIntegrable hr.le)).symm.trans
        (circleIntegral.integral_congr hr.le fun z hz => e z hz)
    have h2 : (∮ z in C(0, r), ∑ l, H i l * (z ^ k * green H z l j)) =
        ∑ l, H i l * ∮ z in C(0, r), z ^ k * green H z l j :=
      circle_sum Finset.univ (fun l => H i l) (fun l z => z ^ k * green H z l j)
        fun l _ => green_integrable hr hH k l j
    rw [h0, sub_zero, h2] at h1
    rw [h1, pow_succ', Matrix.mul_apply, Finset.mul_sum]
    exact Finset.sum_congr rfl fun l _ => by rw [ih]; ring

open scoped Matrix.Norms.L2Operator in
/-- For any complex square matrix `H` and any radius `r` above its operator norm, the integral of
`z ^ k (z - H)⁻¹` over the circle of radius `r` about 0 is `2πi H ^ k`, entry by entry. -/
theorem contour_monomial_of_norm_lt {H : Matrix n n ℂ} {r : ℝ} (h : ‖H‖ < r)
    (k : ℕ) (i j : n) :
    (∮ z in C(0, r), z ^ k * green H z i j) = 2 * π * I * (H ^ k) i j := by
  refine contour_monomial ((norm_nonneg H).trans_lt h) (fun μ hμ => ?_) k i j
  have : Nonempty n := ⟨i⟩
  have : CompleteSpace (Matrix n n ℂ) := FiniteDimensional.complete ℂ _
  exact (spectrum.norm_le_norm_of_mem hμ).trans_lt h

/-- If the circle of radius `r > 0` about 0 encloses all eigenvalues of `H`, the contour integral of
`p(z) (z - H)⁻¹` is `2πi p(H)` for every polynomial `p`, entry by entry. -/
theorem contour_polynomial {H : Matrix n n ℂ} {r : ℝ} (hr : 0 < r)
    (hH : ∀ μ ∈ spectrum ℂ H, ‖μ‖ < r) (p : Polynomial ℂ) (i j : n) :
    (∮ z in C(0, r), p.eval z * green H z i j) =
      2 * π * I * (Polynomial.aeval H p) i j := by
  have h := circle_sum (Finset.range (p.natDegree + 1)) (fun m => p.coeff m)
    (fun m z => z ^ m * green H z i j) fun m _ => green_integrable hr hH m i j
  simp only [contour_monomial hr hH] at h
  simp only [Polynomial.eval_eq_sum_range, Finset.sum_mul, mul_assoc] at h ⊢
  rw [h, Polynomial.aeval_eq_sum_range, Matrix.sum_apply]
  simp only [Matrix.smul_apply, smul_eq_mul, Finset.mul_sum]
  exact Finset.sum_congr rfl fun m _ => by ring

/-- For the 2×2 Jordan block `H` with `e` on the diagonal, 1 in the upper right corner and
`‖e‖ < r`, the upper right entry of `z ^ (k + 1) (z - H)⁻¹` integrates over the circle of radius `r`
about 0 to `2πi (k + 1) e ^ k`. -/
theorem contour_jordan_block {e : ℂ} {r : ℝ} (he : ‖e‖ < r) (k : ℕ) :
    (∮ z in C(0, r), z ^ (k + 1) * green !![e, 1; 0, e] z 0 1) =
      2 * π * I * ((k + 1) * e ^ k) := by
  have hH : ∀ μ ∈ spectrum ℂ !![e, 1; 0, e], ‖μ‖ < r := by
    intro μ hμ
    have hd : (μ • (1 : Matrix (Fin 2) (Fin 2) ℂ) - !![e, 1; 0, e]).det =
        (μ - e) * (μ - e) := by
      rw [Matrix.det_fin_two]
      simp
    rw [spectrum.mem_iff, Matrix.isUnit_iff_isUnit_det, Algebra.algebraMap_eq_smul_one, hd,
      isUnit_iff_ne_zero, not_not, mul_self_eq_zero, sub_eq_zero] at hμ
    rwa [hμ]
  have hp : ∀ m : ℕ, !![e, 1; 0, e] ^ (m + 1) =
      !![e ^ (m + 1), (m + 1) * e ^ m; 0, e ^ (m + 1)] := by
    intro m
    induction m with
    | zero => simp
    | succ m ih =>
      rw [pow_succ, ih, Matrix.mul_fin_two]
      ext a b
      fin_cases a <;> fin_cases b <;> simp <;> ring
  rw [contour_monomial ((norm_nonneg e).trans_lt he) hH, hp]
  simp

end ResolventContour
```

```lean
#print axioms ResolventContour.contour_monomial
-- 'ResolventContour.contour_monomial' depends on axioms: [propext, Classical.choice, Quot.sound]
#print axioms ResolventContour.contour_monomial_of_norm_lt
-- 'ResolventContour.contour_monomial_of_norm_lt' depends on axioms: [propext, Classical.choice, Quot.sound]
#print axioms ResolventContour.contour_polynomial
-- 'ResolventContour.contour_polynomial' depends on axioms: [propext, Classical.choice, Quot.sound]
#print axioms ResolventContour.contour_jordan_block
-- 'ResolventContour.contour_jordan_block' depends on axioms: [propext, Classical.choice, Quot.sound]
```

## From the cofactor formula to the induction on $k$

`isUnit_det_sub` turns the condition on the eigenvalues into a nonzero determinant for $|z|\ge r$. `differentiableAt_inv_entry` is the cofactor argument. A determinant is a sum of products of entries, hence differentiable; a cofactor is the determinant of a matrix with one row replaced; the inverse is their quotient. `green_integrable` concludes that $z^kG_{ij}$ is continuous on the circle and therefore integrable, and `circle_sum` moves finite sums through the integral.

`circle_inversion` is the change of variable $w=1/z$. Its inner statement `key` rewrites both sides as integrals over $i\,d\theta$, and `intervalIntegral.integral_comp_sub_left` performs the replacement of $\theta$ by $2\pi-\theta$.

`contour_green` settles $k=0$. Within it, `hdet` shows that $1-wH$ is invertible on the closed disc, treating $w=0$ separately, `hf` gives differentiability there, and `hg` is the factorisation $G(z)=z^{-1}F(z^{-1})$. Cauchy's formula enters as `hc`.

`contour_monomial` is the induction. The equation `e` is $z^{k+1}G-z^k\mathbb 1=H\,z^kG$ in components, `h0` removes the integral of $z^k$, and `h1` and `h2` integrate the rest term by term. The row and column are left free by `generalizing i j`. The row has to be free in this induction, because the product with $H$ uses the previous result for every entry $(l,j)$, not only for $(i,j)$; the column stays at $j$ and is freed only for convenience.

The norm version bounds each eigenvalue by `spectrum.norm_le_norm_of_mem`. The polynomial version applies `circle_sum` to the coefficients of $p$. For the Jordan block, `hH` reads the only eigenvalue from $\det(\mu-H)=(\mu-e)^2$, and `hp` finds the powers of $H$ by a second induction.
